# At equal density, a non-interacting two-dimensional Rashba gas filled at least to its branch crossing lies 5/3 to 2 times its band-bottom shift $k_0^2/(2m)$ per electron below the spin-degenerate gas

## Why does the energy fall by more than the band bottom does?

Take a two-dimensional Rashba gas with $\hbar=1$, mass $m$ and branches $k^2/(2m)\pm(k_0/m)k$, and fill only the lower branch, out to $k=2k_0$. The Fermi level then sits exactly where the branches meet. I find an energy of $-k_0^2/(3m)$ per electron. The gas without spin–orbit coupling, at the same density, has $+k_0^2/(2m)$. The difference is $5k_0^2/(6m)$, or $5/3$ times $k_0^2/(2m)$.

But completing the square gives $(k-k_0)^2/(2m)-k_0^2/(2m)$ for the lower branch, so its bottom has dropped by only $k_0^2/(2m)$. Where does the other two thirds come from, and what happens when I add electrons?

## The ring-shaped minimum supplies the rest

The bottom of the band moves down, but it also changes from a point to a ring of radius $k_0$, which offers more states at low energy. In your example the average of $(k-k_0)^2/(2m)$ over the filled disc is $k_0^2/(6m)$, whereas the ordinary parabola averages $k_0^2/(2m)$ at the same density. That saves $k_0^2/(3m)$, the missing two thirds of $k_0^2/(2m)$. With more electrons the lowering per electron rises from $5/3$ towards $2$ in the same units, without reaching $2$.

### Filling both branches

The Hamiltonian is $H=k^2/(2m)+a(\sigma_xk_y-\sigma_yk_x)$, with $k^2=k_x^2+k_y^2$ and coupling $a$. Its off-diagonal entries are $a(k_y\pm ik_x)$, whose product is $a^2k^2$, so

$$\det(E-H)=\left(E-\frac{k^2}{2m}\right)^2-a^2k^2 .$$

The roots are $k^2/(2m)+sak$ with $s=\pm1$. Set $a=k_0/m$ and put the Fermi energy at $(q^2-k_0^2)/(2m)$, with $q\ge k_0>0$ and $m>0$. A state is occupied when $(k+sk_0)^2\le q^2$. For $k\ge0$ this means $k\le q-k_0$ in the upper branch and $k\le q+k_0$ in the lower one. The other condition on the lower branch, $k\ge k_0-q$, holds automatically because $q\ge k_0$.

With the weight $k\,dk/(2\pi)$, a branch filled to radius $R$ has density and energy per area

$$\frac{R^2}{4\pi},\qquad \frac1{2\pi}\left(\frac{R^4}{8m}+\frac{saR^3}{3}\right).$$

The total density is therefore $n=(q^2+k_0^2)/(2\pi)$. The spin-degenerate gas, with both spin states filled to $k_F$, has density $k_F^2/(2\pi)$, so equal density means $k_F^2=q^2+k_0^2$. Its energy per electron is $k_F^2/(4m)$.

For the Rashba gas, use

$$(q-k_0)^4+(q+k_0)^4=2(q^4+6q^2k_0^2+k_0^4),$$
$$(q-k_0)^3-(q+k_0)^3=-2(3q^2k_0+k_0^3).$$

The energy per area becomes

$$\frac1{2\pi m}\left[\frac{q^4+6q^2k_0^2+k_0^4}{4}-\frac{2(3q^2k_0^2+k_0^4)}{3}\right]
=\frac{q^4-2q^2k_0^2-\tfrac53k_0^4}{8\pi m}.$$

Dividing by $n$ gives the energy per electron, and subtracting it from the reference gives the lowering

$$\Delta=\frac{(q^2+k_0^2)^2-q^4+2q^2k_0^2+\tfrac53k_0^4}{4m(q^2+k_0^2)}
=\frac{k_0^2}{m}\left(1-\frac{k_0^2}{3(q^2+k_0^2)}\right).$$

Since $q\ge k_0$, the subtracted fraction is positive and at most $1/6$. Hence

$$\frac53\,\frac{k_0^2}{2m}\le\Delta<2\,\frac{k_0^2}{2m}.$$

Because $3(q^2+k_0^2)=6\pi n$, the same result reads $\Delta=(k_0^2/m)(1-k_0^2/(6\pi n))$. The excess over the lower bound is

$$\Delta-\frac53\,\frac{k_0^2}{2m}=\frac{k_0^2(q^2-k_0^2)}{6m(q^2+k_0^2)},$$

which vanishes only at $q=k_0$. That is your example, where the upper branch is empty apart from the single point $k=0$, which has no weight.

For non-interacting electrons at zero temperature with this one isotropic coupling, and for densities $n\ge k_0^2/\pi$ (the condition $q\ge k_0$), the formula gives a closed value against which a numerical sum of band energies can be compared.

### What the Lean statements say

`hamiltonian` is the $2\times2$ complex matrix above, and `branch m a s k` is a branch energy. `density R` and `energyDensity m a s R` are the radial integrals, so the reduction from the plane of wave vectors to a radius is part of the definitions. `energyPerElectron` divides total energy by total density. `lowering m k0 q kF` is the reference energy minus the Rashba energy, so a positive value means that the Rashba gas is lower.

The main theorem, `rashba_energy_lowering`, assumes $m>0$, $k_0>0$, $k_0\le q$ and equal densities (`hn`). It concludes the formula and both bounds. It does not require $k_F>0$, since only $k_F^2$ enters. `lowering_of_density` rewrites the formula through $n$, and `lowering_eq_min_iff` says that the lower bound is attained exactly at $q=k_0$.

Two further theorems connect these integrals to the model: `charpoly_factors` obtains the branches from the matrix, and `fermi_sea` shows that the chosen radii describe a common Fermi level. The model is at zero temperature and has no interactions, magnetic field or anisotropy. Densities with the Fermi level below the crossing are excluded by $k_0\le q$.

```lean
import Mathlib

open Real

namespace RashbaGas

noncomputable section

/-- The Rashba Hamiltonian `k²/(2m) + a (σx ky - σy kx)` at wave vector `(kx, ky)`,
for mass `m ≠ 0`. -/
def hamiltonian (m a kx ky : ℝ) : Matrix (Fin 2) (Fin 2) ℂ :=
  !![((kx : ℂ) ^ 2 + (ky : ℂ) ^ 2) / (2 * (m : ℂ)), (a : ℂ) * (ky + Complex.I * kx);
     (a : ℂ) * (ky - Complex.I * kx), ((kx : ℂ) ^ 2 + (ky : ℂ) ^ 2) / (2 * (m : ℂ))]

/-- The branch energy `k²/(2m) + s a k`, with `s = 1` for the upper and `s = -1` for the lower
branch, for mass `m ≠ 0`, coupling `a ≥ 0` and `k ≥ 0`. -/
def branch (m a s k : ℝ) : ℝ := k ^ 2 / (2 * m) + s * a * k

/-- Electrons per area in one branch filled up to radius `R ≥ 0` in the plane of wave vectors. -/
def density (R : ℝ) : ℝ := ∫ k in (0 : ℝ)..R, k / (2 * π)

/-- Energy per area of the branch `s` filled up to radius `R ≥ 0`, for mass `m ≠ 0`. -/
def energyDensity (m a s R : ℝ) : ℝ := ∫ k in (0 : ℝ)..R, branch m a s k * (k / (2 * π))

/-- Energy per electron with the upper branch filled to `R₁` and the lower one to `R₂`, for `m ≠ 0`,
`a ≥ 0` and radii `R₁, R₂ ≥ 0` that are not both zero. -/
def energyPerElectron (m a R₁ R₂ : ℝ) : ℝ :=
  (energyDensity m a 1 R₁ + energyDensity m a (-1) R₂) / (density R₁ + density R₂)

/-- Energy per electron of the spin-degenerate gas with Fermi radius `kF`, minus that of the
Rashba gas with `a = k0/m` and radii `q - k0` and `q + k0`; for `m ≠ 0`, `kF > 0` and
`q ≥ k0 > 0`. -/
def lowering (m k0 q kF : ℝ) : ℝ :=
  energyPerElectron m 0 kF kF - energyPerElectron m (k0 / m) (q - k0) (q + k0)

/-- The characteristic polynomial of the Rashba Hamiltonian factors into the two branches,
where `k² = kx² + ky²`. -/
theorem charpoly_factors (m a kx ky k : ℝ) (hk : k ^ 2 = kx ^ 2 + ky ^ 2) (E : ℂ) :
    (E • (1 : Matrix (Fin 2) (Fin 2) ℂ) - hamiltonian m a kx ky).det
      = (E - (branch m a 1 k : ℂ)) * (E - (branch m a (-1) k : ℂ)) := by
  have hk' : (k : ℂ) ^ 2 = (kx : ℂ) ^ 2 + (ky : ℂ) ^ 2 := by exact_mod_cast hk
  simp [Matrix.det_fin_two, hamiltonian, branch]
  rw [← hk']
  linear_combination (a : ℂ) ^ 2 * hk' + (a : ℂ) ^ 2 * (kx : ℂ) ^ 2 * Complex.I_sq

/-- For `m > 0`, `q ≥ k0 > 0`, coupling `a = k0/m` and wave numbers `k ≥ 0`, the states with energy
at most `(q² - k0²)/(2m)` are those with `k ≤ q - k0` in the upper branch and `k ≤ q + k0` in the
lower branch. -/
theorem fermi_sea {m k0 q k : ℝ} (hm : 0 < m) (hk0 : 0 < k0) (hq : k0 ≤ q) (hk : 0 ≤ k) :
    (branch m (k0 / m) 1 k ≤ (q ^ 2 - k0 ^ 2) / (2 * m) ↔ k ≤ q - k0) ∧
    (branch m (k0 / m) (-1) k ≤ (q ^ 2 - k0 ^ 2) / (2 * m) ↔ k ≤ q + k0) := by
  have h2m : 0 < 2 * m := by positivity
  have e1 : branch m (k0 / m) 1 k = (k ^ 2 + 2 * k0 * k) / (2 * m) := by
    unfold branch; ring
  have e2 : branch m (k0 / m) (-1) k = (k ^ 2 - 2 * k0 * k) / (2 * m) := by
    unfold branch; ring
  rw [e1, e2, div_le_div_iff_of_pos_right h2m, div_le_div_iff_of_pos_right h2m]
  -- complete the square: `(k ± k0)² ≤ q²`
  refine ⟨⟨fun h => ?_, fun h => ?_⟩, ⟨fun h => ?_, fun h => ?_⟩⟩
  · by_contra hc
    nlinarith [mul_pos (sub_pos.mpr (not_le.mp hc)) (show 0 < k + k0 + q by linarith)]
  · nlinarith [mul_nonneg (sub_nonneg.mpr h) (show 0 ≤ k + k0 + q by linarith)]
  · by_contra hc
    have hc' := not_le.mp hc
    nlinarith [mul_pos (sub_pos.mpr hc') (show 0 < k - k0 + q by linarith)]
  · nlinarith [mul_nonneg (sub_nonneg.mpr h) (show 0 ≤ k - k0 + q by linarith)]

/-- A branch filled to radius `R` holds `R²/(4π)` electrons per area. -/
theorem density_eq (R : ℝ) : density R = R ^ 2 / (4 * π) := by
  rw [density, intervalIntegral.integral_div, integral_id]
  ring

/-- The energy per area of a branch filled to radius `R` is `(R⁴/(8m) + s a R³/3)/(2π)`. -/
theorem energyDensity_eq (m a s R : ℝ) :
    energyDensity m a s R = (R ^ 4 / (8 * m) + s * a * R ^ 3 / 3) / (2 * π) := by
  have h : ∀ k ∈ Set.uIcc 0 R, HasDerivAt
      (fun x : ℝ => (x ^ 4 / (8 * m) + s * a * x ^ 3 / 3) / (2 * π))
      (branch m a s k * (k / (2 * π))) k := by
    intro k _
    have h4 : HasDerivAt (fun x : ℝ => x ^ 4) (4 * k ^ 3) k := by
      simpa using hasDerivAt_pow 4 k
    have h3 : HasDerivAt (fun x : ℝ => x ^ 3) (3 * k ^ 2) k := by
      simpa using hasDerivAt_pow 3 k
    refine (((h4.div_const (8 * m)).fun_add
      ((h3.const_mul (s * a)).div_const 3)).div_const (2 * π)).congr_deriv ?_
    unfold branch
    ring
  rw [energyDensity, intervalIntegral.integral_eq_sub_of_hasDerivAt h
    (Continuous.intervalIntegrable (by unfold branch; fun_prop) _ _)]
  ring

/-- For `q ≥ k0 > 0` and `kF > 0`, the spin-degenerate gas filled to `kF` has the density of the
Rashba gas with branches filled to `q - k0` and `q + k0` exactly when `kF² = q² + k0²`. -/
theorem equal_density_iff (k0 q kF : ℝ) :
    density kF + density kF = density (q - k0) + density (q + k0)
      ↔ kF ^ 2 = q ^ 2 + k0 ^ 2 := by
  have h1 : density kF + density kF = kF ^ 2 / (2 * π) := by rw [density_eq]; ring
  have h2 : density (q - k0) + density (q + k0) = (q ^ 2 + k0 ^ 2) / (2 * π) := by
    rw [density_eq, density_eq]; ring
  have hpi : 2 * π ≠ 0 := by positivity
  rw [h1, h2, div_left_inj' hpi]

/-- **Energy lowering of the Rashba gas.** For `m > 0`, `q ≥ k0 > 0` and equal densities, the
energy per electron is lower than in the spin-degenerate gas by
`(k0²/m)(1 - k0²/(3(q² + k0²)))`, which is at least `5/3` and less than `2` times `k0²/(2m)`. -/
theorem rashba_energy_lowering {m k0 q kF : ℝ} (hm : 0 < m) (hk0 : 0 < k0) (hq : k0 ≤ q)
    (hn : density kF + density kF = density (q - k0) + density (q + k0)) :
    lowering m k0 q kF = k0 ^ 2 / m * (1 - k0 ^ 2 / (3 * (q ^ 2 + k0 ^ 2))) ∧
    5 / 3 * (k0 ^ 2 / (2 * m)) ≤ lowering m k0 q kF ∧
    lowering m k0 q kF < 2 * (k0 ^ 2 / (2 * m)) := by
  have hF := (equal_density_iff k0 q kF).mp hn
  have hN : 0 < q ^ 2 + k0 ^ 2 := by positivity
  -- energy per electron of the spin-degenerate gas
  have hE0 : energyPerElectron m 0 kF kF = kF ^ 2 / (4 * m) := by
    have hd : 0 < kF ^ 2 / (4 * π) := div_pos (hF ▸ hN) (by positivity)
    simp only [energyPerElectron, energyDensity_eq, density_eq]
    rw [div_eq_iff (add_pos hd hd).ne']
    ring
  -- energy per electron of the Rashba gas
  have hE1 : energyPerElectron m (k0 / m) (q - k0) (q + k0)
      = (q ^ 4 - 2 * q ^ 2 * k0 ^ 2 - 5 / 3 * k0 ^ 4) / (4 * m) / (q ^ 2 + k0 ^ 2) := by
    have hd : (q - k0) ^ 2 / (4 * π) + (q + k0) ^ 2 / (4 * π) ≠ 0 := by
      have e : (q - k0) ^ 2 / (4 * π) + (q + k0) ^ 2 / (4 * π)
          = (q ^ 2 + k0 ^ 2) / (2 * π) := by ring
      rw [e]
      positivity
    simp only [energyPerElectron, energyDensity_eq, density_eq]
    rw [div_eq_div_iff hd hN.ne']
    ring
  have hΔ : lowering m k0 q kF
      = k0 ^ 2 / m * (1 - k0 ^ 2 / (3 * (q ^ 2 + k0 ^ 2))) := by
    rw [lowering, hE0, hE1, hF]
    field_simp
    ring
  -- the correction term lies between 0 and 1/6
  have hx : k0 ^ 2 / (3 * (q ^ 2 + k0 ^ 2)) ≤ 1 / 6 := by
    rw [div_le_iff₀ (by positivity)]
    nlinarith [pow_le_pow_left₀ hk0.le hq 2]
  have key : ∀ c x : ℝ, 0 < c → 0 < x → x ≤ 1 / 6 →
      5 / 3 * (c / 2) ≤ c * (1 - x) ∧ c * (1 - x) < 2 * (c / 2) := by
    intro c x hc h0 h1
    constructor <;> nlinarith [mul_pos hc h0, mul_le_mul_of_nonneg_left h1 hc.le]
  have hhalf : k0 ^ 2 / (2 * m) = k0 ^ 2 / m / 2 := by ring
  refine ⟨hΔ, ?_⟩
  rw [hΔ, hhalf]
  exact key _ _ (by positivity) (by positivity) hx

/-- In terms of the common electron density `n`, the lowering is `(k0²/m)(1 - k0²/(6πn))`,
for `m > 0` and `q ≥ k0 > 0`. -/
theorem lowering_of_density {m k0 q kF n : ℝ} (hm : 0 < m) (hk0 : 0 < k0) (hq : k0 ≤ q)
    (hF : density kF + density kF = n) (hR : density (q - k0) + density (q + k0) = n) :
    lowering m k0 q kF = k0 ^ 2 / m * (1 - k0 ^ 2 / (6 * π * n)) := by
  have h : 6 * π * n = 3 * (q ^ 2 + k0 ^ 2) := by
    rw [← hR, density_eq, density_eq]
    linear_combination (3 * (q ^ 2 + k0 ^ 2)) * mul_inv_cancel₀ Real.pi_ne_zero
  rw [(rashba_energy_lowering hm hk0 hq (hF.trans hR.symm)).1, h]

/-- For `m > 0`, `q ≥ k0 > 0` and equal densities, the lowering equals `5/3` times `k0²/(2m)`
exactly when `q = k0`. -/
theorem lowering_eq_min_iff {m k0 q kF : ℝ} (hm : 0 < m) (hk0 : 0 < k0) (hq : k0 ≤ q)
    (hn : density kF + density kF = density (q - k0) + density (q + k0)) :
    lowering m k0 q kF = 5 / 3 * (k0 ^ 2 / (2 * m)) ↔ q = k0 := by
  have hN : 0 < q ^ 2 + k0 ^ 2 := by positivity
  -- the excess over the minimum is proportional to `q² - k0²`
  have hid : lowering m k0 q kF - 5 / 3 * (k0 ^ 2 / (2 * m))
      = k0 ^ 2 * (q ^ 2 - k0 ^ 2) / (6 * m * (q ^ 2 + k0 ^ 2)) := by
    rw [(rashba_energy_lowering hm hk0 hq hn).1]
    field_simp
    ring
  rw [← sub_eq_zero, hid]
  constructor
  · intro h
    rcases div_eq_zero_iff.mp h with h | h
    · have h' := (mul_eq_zero.mp h).resolve_left (by positivity)
      exact le_antisymm (by nlinarith) hq
    · exact absurd h (by positivity)
  · intro h
    rw [h, sub_self, mul_zero, zero_div]

end

end RashbaGas
```

```lean
#print axioms RashbaGas.fermi_sea
-- 'RashbaGas.fermi_sea' depends on axioms: [propext, Classical.choice, Quot.sound]
#print axioms RashbaGas.rashba_energy_lowering
-- 'RashbaGas.rashba_energy_lowering' depends on axioms: [propext, Classical.choice, Quot.sound]
#print axioms RashbaGas.lowering_of_density
-- 'RashbaGas.lowering_of_density' depends on axioms: [propext, Classical.choice, Quot.sound]
#print axioms RashbaGas.lowering_eq_min_iff
-- 'RashbaGas.lowering_eq_min_iff' depends on axioms: [propext, Classical.choice, Quot.sound]
```

### From the determinant to the bounds

`charpoly_factors` expands the determinant, and `linear_combination` closes the identity using $k^2=k_x^2+k_y^2$ and $i^2=-1$. In `fermi_sea`, the common denominator $2m$ is removed first. The completed squares then appear as products such as $(k+k_0-q)(k+k_0+q)$, whose signs are handed to `nlinarith`.

`density_eq` and `energyDensity_eq` evaluate the integrals, and `equal_density_iff` turns equal density into $k_F^2=q^2+k_0^2$. Inside the main theorem, `hE0` and `hE1` are the two energies per electron, and `hΔ` is their difference, simplified by `field_simp` and `ring`. The bound of $1/6$ is `hx`, and `key` converts it into the two inequalities for $\Delta$. The density form follows by substitution. For the equality case, `hid` is the excess formula above, and its numerator vanishes only if $q^2=k_0^2$.

### The antiderivative step in Mathlib

The energy integral rests on `intervalIntegral.integral_eq_sub_of_hasDerivAt`, a form of the fundamental theorem of calculus. It asks for two things: a function whose derivative is the integrand at every point of the interval, and integrability of that integrand. Lean is given the antiderivative explicitly and does not search for it.

The derivative is assembled from the rules for powers, constant multiples, sums and division by a constant. This produces an expression that is equal to the integrand but written differently. `congr_deriv` permits the replacement once the equality is proved, which `ring` does after `branch` is unfolded. Integrability follows from continuity, supplied by `fun_prop`. The interval is `Set.uIcc 0 R`, which does not presuppose an order of its endpoints, so the closed form holds for negative $R$ as well.

### Below the crossing, the lower bound fails

Suppose $k_0\le q$ were weakened to $0<q$. Take $m=k_0=1$ and $q=1/2$, with $k_F^2=5/4$ so that the densities in `hn` agree. The formula still holds algebraically and gives $\Delta=11/15$, which is below the claimed minimum $5/6$. Positivity of $q$ is therefore not enough for the lower bound.

These radii have also lost their physical meaning, since $q-k_0$ is negative. The states below the Fermi energy $-3/8$ now form a ring, $1/2\le k\le3/2$, in the lower branch. Integrating over that ring and comparing with the spin-degenerate gas at the ring's density gives a lowering of $17/24$, which is again less than $5/6$.
